# A McWeeny step cools a Fermi occupation by an effective factor between 3/2 and 2

Suppose the one-particle density matrix of non-interacting electrons has been computed at a finite temperature $T$, and the zero-temperature projector for the same Hamiltonian and the same chemical potential is wanted. McWeeny purification applies the map $f(x)=3x^2-2x^3$ to each occupation number $x$, counted per spin orbital so that it lies between 0 and 1. This pushes every $x$ strictly between 0 and 1 towards the nearer of the two, except $x=\frac12$, which stays fixed. How much colder does the occupation of a given level look after $n$ steps?

Measure the level energy $\varepsilon$ from the chemical potential $\mu$ in thermal units, $t=(\varepsilon-\mu)/kT$, and write $F(t)=1/(1+e^t)$ for the Fermi occupation. For $t\ge 0$ and every natural number $n$,

$$F(2^n t)\;\le\; f^n(F(t))\;\le\; F\big((3/2)^n t\big),$$

where $f^n$ is the $n$-fold iterate. Multiplying $t$ by a factor is the same as dividing $T$ by it.

## The reduced energy after one step

Put $u=e^t$. Then

$$f(F(t))=\frac{3}{(1+u)^2}-\frac{2}{(1+u)^3}=\frac{1+3u}{(1+u)^3}.$$

Since $(1+u)^3=(1+3u)+u^2(u+3)$, the reciprocal is $1+u^2\frac{u+3}{1+3u}$. Hence $f(F(t))=F(g(t))$ with

$$g(t)=2t+\log\frac{e^t+3}{1+3e^t}.$$

For $t\ge0$ we have $u\ge1$, so $u+3\le 1+3u$. The logarithm is then at most 0, and $g(t)\le 2t$.

For the lower bound set $s=e^{t/2}\ge1$. The inequality $g(t)\ge\frac32t$ says that $\frac{s^2+3}{1+3s^2}\ge\frac1s$, which is $s^3-3s^2+3s-1=(s-1)^3\ge0$.

Thus $\frac32t\le g(t)\le2t$. The iterates of $g$ stay non-negative, so by induction $(3/2)^nt\le g^n(t)\le2^nt$. Because $F$ is decreasing, the claim follows.

The sign condition on $t$ matters. At $t=-\log2$ the occupation is $2/3$, and one step gives $20/27\approx0.741$, whereas $F(2t)=4/5$ is larger, so the lower bound fails. Below $\mu$ the bounds change places, because $F(-t)=1-F(t)$ and $f(1-x)=1-f(x)$.

## Neither factor can be improved for a single step

Far from $\mu$, the ratio $q=\frac{u+3}{1+3u}$ satisfies $1/q\le3$, so $\log q\ge1-1/q\ge-2$ and $g(t)\ge2t-2$. If $g(t)\le ct$ held for all $t\ge0$ with $c<2$, then $(2-c)t\le2$ would hold for all such $t$, which fails at $t=3/(2-c)$.

Near $\mu$, $u\ge1+t$ gives

$$q\le\frac{4+t}{4+3t}\le1-\frac t2+\frac{3t^2}8,$$

where the last step follows from $(4+3t)\left(1-\frac t2+\frac{3t^2}8\right)=4+t+\frac{9t^3}8$. With $\log q\le q-1$ this yields $g(t)\le\frac32t+\frac38t^2$. If $ct\le g(t)$ held for all $t\ge0$ with $c=\frac32+\delta$ and $\delta>0$, then $t=\delta$ would give $\delta^2\le\frac38\delta^2$, which is false.

## The maps in Lean

```lean
import Mathlib

open Real

namespace McWeenyCooling

noncomputable section
```

All quantities are real numbers. The temperature enters only through the dimensionless `t`, so $kT>0$ is implicit.

```lean
/-- The Fermi occupation of a level at reduced energy `t = (ε - μ) / kT`. -/
def fermi (t : ℝ) : ℝ := 1 / (1 + exp t)

/-- One McWeeny purification step acting on an occupation number. -/
def mcweeny (x : ℝ) : ℝ := 3 * x ^ 2 - 2 * x ^ 3
```

The function $g$ is called `cooled`.

```lean
/-- The reduced energy assigned to a level of reduced energy `t` after one purification step. -/
def cooled (t : ℝ) : ℝ := 2 * t + log ((exp t + 3) / (1 + 3 * exp t))
```

## One step as a change of reduced energy

Monotonicity of $F$ is stated as an equivalence, which later turns comparisons of occupations into comparisons of reduced energies.

```lean
/-- A higher reduced energy means a lower Fermi occupation, and conversely. -/
theorem fermi_le_fermi_iff (a b : ℝ) : fermi a ≤ fermi b ↔ b ≤ a := by
  have ha := exp_pos a
  have hb := exp_pos b
  unfold fermi
  rw [div_le_div_iff₀ (by linarith) (by linarith)]
  constructor
  · intro h
    exact Real.exp_le_exp.mp (by linarith)
  · intro h
    have := Real.exp_le_exp.mpr h
    linarith
```

The identity $f(F(t))=F(g(t))$ is proved first for a general positive `u`, in `key`, where `field_simp` and `ring` do the algebra with the perfect cube. Then `u` is set to `exp t`.

```lean
/-- A McWeeny step turns the Fermi occupation at reduced energy `t` into the Fermi occupation
at reduced energy `cooled t`. -/
theorem mcweeny_fermi (t : ℝ) : mcweeny (fermi t) = fermi (cooled t) := by
  have key : ∀ u : ℝ, 0 < u → 3 * (1 / (1 + u)) ^ 2 - 2 * (1 / (1 + u)) ^ 3
      = 1 / (1 + u * u * ((u + 3) / (1 + 3 * u))) := by
    intro u hu
    have h1 : 1 + u ≠ 0 := by positivity
    have h2 : 1 + 3 * u ≠ 0 := by positivity
    -- the left-hand side is a perfect cube divided by `1 + 3 * u`
    have h : 1 + u * u * ((u + 3) / (1 + 3 * u)) = (1 + u) ^ 3 / (1 + 3 * u) := by
      field_simp
      ring
    rw [h, one_div_div]
    field_simp
    ring
  have hu := exp_pos t
  have hq : 0 < (exp t + 3) / (1 + 3 * exp t) := by positivity
  unfold mcweeny fermi cooled
  rw [Real.exp_add, Real.exp_log hq, two_mul t, Real.exp_add]
  exact key _ hu
```

The two bounds on $g$ follow the derivation above; `h3` is the cube $(s-1)^3\ge0$.

```lean
/-- One purification step multiplies a non-negative reduced energy by a factor between
`3/2` and `2`. -/
theorem cooled_bounds {t : ℝ} (ht : 0 ≤ t) : 3 / 2 * t ≤ cooled t ∧ cooled t ≤ 2 * t := by
  have hu := exp_pos t
  have hq : 0 < (exp t + 3) / (1 + 3 * exp t) := by positivity
  constructor
  · have hs : 1 ≤ exp (t / 2) := Real.one_le_exp (by linarith)
    have hsq : exp t = exp (t / 2) * exp (t / 2) := by
      rw [← Real.exp_add]
      congr 1
      ring
    have h : -(t / 2) ≤ log ((exp t + 3) / (1 + 3 * exp t)) := by
      rw [Real.le_log_iff_exp_le hq, Real.exp_neg, hsq, inv_eq_one_div,
        div_le_div_iff₀ (by positivity) (by positivity)]
      -- the difference of the two sides is the cube of `exp (t / 2) - 1`
      have h3 : 0 ≤ (exp (t / 2) - 1) ^ 3 := pow_nonneg (by linarith) 3
      nlinarith [h3]
    unfold cooled
    linarith
  · have h1 : 1 ≤ exp t := Real.one_le_exp ht
    have h : log ((exp t + 3) / (1 + 3 * exp t)) ≤ 0 := by
      apply Real.log_nonpos hq.le
      rw [div_le_one (by positivity)]
      linarith
    unfold cooled
    linarith
```

## Many steps, above and below the chemical potential

Induction carries the identity to `mcweeny^[n]`, Lean's notation for $f^n$.

```lean
/-- After `n` purification steps the occupation is the Fermi occupation at the `n`-fold
iterated reduced energy. -/
theorem iterate_mcweeny_fermi (n : ℕ) (t : ℝ) :
    mcweeny^[n] (fermi t) = fermi (cooled^[n] t) := by
  induction n with
  | zero => rfl
  | succ n ih =>
    rw [Function.iterate_succ_apply', Function.iterate_succ_apply', ih, mcweeny_fermi]
```

The main theorem includes $n=0$, where both bounds are equalities. Its inner induction applies `cooled_bounds` to the current iterate, whose non-negativity comes from the lower bound already obtained.

```lean
/-- For a level at or above the chemical potential, `n` McWeeny steps give an occupation between
the Fermi occupations at reduced energies `2 ^ n * t` and `(3/2) ^ n * t`. -/
theorem mcweeny_cooling {t : ℝ} (ht : 0 ≤ t) (n : ℕ) :
    fermi (2 ^ n * t) ≤ mcweeny^[n] (fermi t) ∧
      mcweeny^[n] (fermi t) ≤ fermi ((3 / 2) ^ n * t) := by
  have h : (3 / 2 : ℝ) ^ n * t ≤ cooled^[n] t ∧ cooled^[n] t ≤ 2 ^ n * t := by
    induction n with
    | zero => simp
    | succ n ih =>
      obtain ⟨h1, h2⟩ := ih
      have h0 : 0 ≤ (3 / 2 : ℝ) ^ n * t := by positivity
      obtain ⟨h3, h4⟩ := cooled_bounds (h0.trans h1)
      rw [Function.iterate_succ_apply', pow_succ, pow_succ]
      constructor <;> linarith
  rw [iterate_mcweeny_fermi, fermi_le_fermi_iff, fermi_le_fermi_iff]
  exact ⟨h.2, h.1⟩
```

For levels below $\mu$, `hF` and `hM` are the two particle-hole symmetries, and they reflect the previous theorem.

```lean
/-- For a level at or below the chemical potential, at reduced energy `-t`, the same two
factors bound the occupation with the order of the bounds reversed. -/
theorem mcweeny_cooling_below {t : ℝ} (ht : 0 ≤ t) (n : ℕ) :
    fermi (-((3 / 2) ^ n * t)) ≤ mcweeny^[n] (fermi (-t)) ∧
      mcweeny^[n] (fermi (-t)) ≤ fermi (-(2 ^ n * t)) := by
  -- particle-hole symmetry of the Fermi function and of the purification map
  have hF : ∀ s : ℝ, fermi (-s) = 1 - fermi s := by
    intro s
    have hs := exp_pos s
    have h1 : 1 + exp s ≠ 0 := by positivity
    have h : 1 + (exp s)⁻¹ = (1 + exp s) / exp s := by
      rw [add_div, div_self hs.ne', one_div, add_comm]
    unfold fermi
    rw [Real.exp_neg, h, one_div_div, eq_sub_iff_add_eq, ← add_div,
      add_comm (exp s) 1, div_self h1]
  have hM : ∀ x : ℝ, mcweeny^[n] (1 - x) = 1 - mcweeny^[n] x := by
    intro x
    induction n with
    | zero => rfl
    | succ n ih =>
      rw [Function.iterate_succ_apply', Function.iterate_succ_apply', ih]
      unfold mcweeny
      ring
  obtain ⟨h1, h2⟩ := mcweeny_cooling ht n
  rw [hF, hF, hF, hM]
  constructor <;> linarith
```

For a non-interacting system with a fixed Hamiltonian, in exact arithmetic, and with no level exactly at $\mu$, these bounds limit from both sides the number of purification steps that bring every occupation within a given tolerance of 0 or 1, in terms of the distance of the nearest level from $\mu$ in units of $kT$. The theorems concern one scalar occupation: matrix truncation and any adjustment of $\mu$ to fix the electron number are not modelled.

## Sharpness in Lean

Both equivalences concern one step and a factor `c` that must serve all $t\ge0$. After `simp only` has passed to reduced energies, each proof by contradiction evaluates the assumed bound at the test point used above, $3/(2-c)$ here.

```lean
/-- A factor `c` bounds the one-step cooling from above at every non-negative reduced energy
exactly when `c` is at least `2`. -/
theorem upper_factor_sharp (c : ℝ) :
    (∀ t, 0 ≤ t → fermi (c * t) ≤ mcweeny (fermi t)) ↔ 2 ≤ c := by
  simp only [mcweeny_fermi, fermi_le_fermi_iff]
  constructor
  · intro h
    by_contra hc
    have hc' : 0 < 2 - c := by linarith [not_le.mp hc]
    -- far from the chemical potential the energy doubles up to a bounded shift
    have ht : 0 ≤ 3 / (2 - c) := by positivity
    have hmul : (2 - c) * (3 / (2 - c)) = 3 := mul_div_cancel₀ 3 hc'.ne'
    have h1 := h _ ht
    generalize 3 / (2 - c) = t at ht hmul h1
    have hu := exp_pos t
    have hq : 0 < (exp t + 3) / (1 + 3 * exp t) := by positivity
    have h2 := Real.one_sub_inv_le_log_of_pos hq
    have h3 : ((exp t + 3) / (1 + 3 * exp t))⁻¹ ≤ 3 := by
      rw [inv_div, div_le_iff₀ (by positivity)]
      linarith
    unfold cooled at h1
    linarith
  · intro hc t ht
    exact (cooled_bounds ht).2.trans (mul_le_mul_of_nonneg_right hc ht)
```

For the lower factor the test point is $t=c-\frac32$, and `h3` and `h4` are the two estimates of $q$.

```lean
/-- A factor `c` bounds the one-step cooling from below at every non-negative reduced energy
exactly when `c` is at most `3/2`. -/
theorem lower_factor_sharp (c : ℝ) :
    (∀ t, 0 ≤ t → mcweeny (fermi t) ≤ fermi (c * t)) ↔ c ≤ 3 / 2 := by
  simp only [mcweeny_fermi, fermi_le_fermi_iff]
  constructor
  · intro h
    by_contra hc
    obtain ⟨t, htc⟩ : ∃ t : ℝ, t = c - 3 / 2 := ⟨_, rfl⟩
    have ht : 0 < t := by linarith [not_le.mp hc]
    have h1 := h t ht.le
    have hu := exp_pos t
    have hq : 0 < (exp t + 3) / (1 + 3 * exp t) := by positivity
    have h2 := Real.log_le_sub_one_of_pos hq
    -- with `h2`, the next two estimates give `cooled t ≤ 3 / 2 * t + 3 / 8 * t ^ 2`
    have h3 : (exp t + 3) / (1 + 3 * exp t) ≤ (4 + t) / (4 + 3 * t) := by
      rw [div_le_div_iff₀ (by positivity) (by positivity)]
      nlinarith [Real.add_one_le_exp t]
    have h4 : (4 + t) / (4 + 3 * t) ≤ 1 - t / 2 + 3 * t ^ 2 / 8 := by
      rw [div_le_iff₀ (by positivity)]
      nlinarith [pow_pos ht 3]
    have hct : c = t + 3 / 2 := by linarith
    unfold cooled at h1
    rw [hct] at h1
    nlinarith [pow_pos ht 2]
  · intro hc t ht
    exact (mul_le_mul_of_nonneg_right hc ht).trans (cooled_bounds ht).1

end

end McWeenyCooling
```

```lean
#print axioms McWeenyCooling.mcweeny_fermi
-- 'McWeenyCooling.mcweeny_fermi' depends on axioms: [propext, Classical.choice, Quot.sound]
#print axioms McWeenyCooling.mcweeny_cooling_below
-- 'McWeenyCooling.mcweeny_cooling_below' depends on axioms: [propext, Classical.choice, Quot.sound]
#print axioms McWeenyCooling.upper_factor_sharp
-- 'McWeenyCooling.upper_factor_sharp' depends on axioms: [propext, Classical.choice, Quot.sound]
#print axioms McWeenyCooling.lower_factor_sharp
-- 'McWeenyCooling.lower_factor_sharp' depends on axioms: [propext, Classical.choice, Quot.sound]
```
